# With independent Gibbs samples on a finite state set, the expected free-energy-perturbation estimate is never below the true difference

A single-step free-energy-perturbation calculation samples a reference system with energies $E_0$, averages the Boltzmann factor of $V=E_1-E_0$ over the $n$ sampled states, and converts the logarithm of that average into an estimate of $F_1-F_0$. Averaging the estimates from many independent runs of length $n$ gives a value that fluctuates less than a single estimate, but the average settles at the expected estimate for that $n$. For independent Gibbs samples on a finite set of states, this expected value is at least $F_1-F_0$, with equality only when $V$ is the same in every state.

## States, samples and the estimator

The states form a finite type `ι`. An energy function assigns a real number to each state, so infinite energies, such as hard-core overlaps, are excluded. Both energy functions refer to the same states; for quantum Hamiltonians this covers a pair with a common eigenbasis in finite dimension.

```lean
import Mathlib

open Finset

namespace FreeEnergyPerturbationBias

noncomputable section

variable {ι : Type*} [Fintype ι]
```

At inverse temperature $b=1/(k_BT)$, the partition function is $Z=\sum_i e^{-bE(i)}$.

```lean
/-- The canonical partition function of the energies `E` at inverse temperature `b`. -/
def partitionFn (b : ℝ) (E : ι → ℝ) : ℝ := ∑ i, Real.exp (-b * E i)
```

The free energy is $F=-(1/b)\ln Z$. Below, $Z_0,F_0$ and $Z_1,F_1$ belong to $E_0$ and $E_1$.

```lean
/-- The Helmholtz free energy `-(1/b) ln Z`. -/
def freeEnergy (b : ℝ) (E : ι → ℝ) : ℝ := -(1 / b) * Real.log (partitionFn b E)
```

State $i$ has Gibbs probability $e^{-bE(i)}/Z$. For the reference energies $E_0$ we write it as $p_i$.

```lean
/-- The Gibbs probability of state `i`. -/
def gibbs (b : ℝ) (E : ι → ℝ) (i : ι) : ℝ := Real.exp (-b * E i) / partitionFn b E
```

A sample of $n$ draws is a map $x$ from `Fin n` to the states, where $x_k$ is the state found in draw $k$. Independence enters through the product weight, and the expectation of a function $f$ of the sample is the finite sum

$$\langle f\rangle_n=\sum_x\Big(\prod_k p_{x_k}\Big)f(x).$$

Correlated successive configurations from a trajectory are not described by this weight.

```lean
/-- The expectation of `f` over `n` independent samples, each drawn with weights `p`. -/
def sampleExp (p : ι → ℝ) (n : ℕ) (f : (Fin n → ι) → ℝ) : ℝ :=
  ∑ x : Fin n → ι, (∏ k, p (x k)) * f x
```

The sample mean of the Boltzmann factor is $Y(x)=\frac1n\sum_k e^{-bV(x_k)}$.

```lean
/-- The sample mean of the Boltzmann factor `exp (-b V)`. -/
def boltzmannMean (b : ℝ) (V : ι → ℝ) {n : ℕ} (x : Fin n → ι) : ℝ :=
  (1 / (n : ℝ)) * ∑ k, Real.exp (-b * V (x k))
```

The estimate computed from the sample is $\hat F(x)=-(1/b)\ln Y(x)$.

```lean
/-- The free-energy-perturbation estimate computed from the sample `x`. -/
def fepEstimator (b : ℝ) (V : ι → ℝ) {n : ℕ} (x : Fin n → ι) : ℝ :=
  -(1 / b) * Real.log (boltzmannMean b V x)
```

## The sample mean has the right expectation

Let $g$ be any function of the state. For a fixed draw $j$, the sum over samples factorises:

$$\sum_x\Big(\prod_k p_{x_k}\Big)g(x_j)=\Big(\sum_i p_i\,g(i)\Big)\prod_{k\ne j}\Big(\sum_i p_i\Big)=\sum_i p_i\,g(i).$$

Averaging over the $n$ values of $j$ leaves the result unchanged, so the expectation of the sample mean of $g$ is its one-state average.

In the proof, `single` is the displayed identity. It writes $g(x_j)$ as a product over $k$ whose factors are 1 except at $k=j$; `Finset.prod_univ_sum` then exchanges the sum over samples for a product of one-state sums. The closing `calc` averages over $j$.

```lean
/-- The expectation of a sample mean is the average over a single draw. -/
theorem sampleExp_average {n : ℕ} (hn : 0 < n) (p : ι → ℝ) (hp : ∑ i, p i = 1)
    (g : ι → ℝ) :
    sampleExp p n (fun x => (1 / (n : ℝ)) * ∑ k, g (x k)) = ∑ i, p i * g i := by
  have hn' : (n : ℝ) ≠ 0 := Nat.cast_ne_zero.mpr hn.ne'
  -- all draws except the `j`-th sum to one
  have single : ∀ j : Fin n,
      ∑ x : Fin n → ι, (∏ k, p (x k)) * g (x j) = ∑ i, p i * g i := by
    intro j
    have h1 : ∀ x : Fin n → ι, (∏ k, p (x k)) * g (x j)
        = ∏ k, (p (x k) * if k = j then g (x k) else 1) := by
      intro x
      rw [Finset.prod_mul_distrib]
      simp
    have h2 : ∏ k : Fin n, ∑ i, (p i * if k = j then g i else 1)
        = ∑ x : Fin n → ι, ∏ k, (p (x k) * if k = j then g (x k) else 1) := by
      rw [Finset.prod_univ_sum, Fintype.piFinset_univ]
    rw [Finset.sum_congr rfl (fun x _ => h1 x), ← h2, Finset.prod_eq_single j]
    · simp
    · intro k _ hk
      simp [hk, hp]
    · intro h
      exact absurd (Finset.mem_univ j) h
  unfold sampleExp
  calc ∑ x : Fin n → ι, (∏ k, p (x k)) * ((1 / (n : ℝ)) * ∑ k, g (x k))
      = (1 / (n : ℝ)) * ∑ j : Fin n, ∑ x : Fin n → ι, (∏ k, p (x k)) * g (x j) := by
        rw [Finset.sum_comm, Finset.mul_sum]
        refine Finset.sum_congr rfl fun x _ => ?_
        rw [← Finset.mul_sum]
        ring
    _ = ∑ i, p i * g i := by
        rw [Finset.sum_congr rfl (fun j _ => single j), Finset.sum_const, Finset.card_univ,
          Fintype.card_fin, nsmul_eq_mul, ← mul_assoc, one_div_mul_cancel hn', one_mul]
```

Taking the logarithm of $Y$ requires $Y(x)>0$. This holds because $n\ge1$ and every exponential is positive.

```lean
omit [Fintype ι] in
/-- The sample mean of the Boltzmann factor is positive. -/
theorem boltzmannMean_pos {n : ℕ} (hn : 0 < n) (b : ℝ) (V : ι → ℝ) (x : Fin n → ι) :
    0 < boltzmannMean b V x :=
  mul_pos (one_div_pos.mpr (Nat.cast_pos.mpr hn))
    (Finset.sum_pos (fun _ _ => Real.exp_pos _) ⟨⟨0, hn⟩, Finset.mem_univ _⟩)
```

If $V$ has the value $c$ at every draw, then $Y(x)=\frac1n\,n\,e^{-bc}=e^{-bc}$. This will settle the case of equality.

```lean
omit [Fintype ι] in
/-- If `V` equals `c` on every sampled state, the mean Boltzmann factor is `exp (-b c)`. -/
theorem boltzmannMean_const {n : ℕ} (hn : 0 < n) (b : ℝ) (V : ι → ℝ) (x : Fin n → ι)
    (c : ℝ) (h : ∀ k, V (x k) = c) : boltzmannMean b V x = Real.exp (-b * c) := by
  have hn' : (n : ℝ) ≠ 0 := Nat.cast_ne_zero.mpr hn.ne'
  simp only [boltzmannMean, h, Finset.sum_const, Finset.card_univ, Fintype.card_fin,
    nsmul_eq_mul]
  rw [← mul_assoc, one_div_mul_cancel hn', one_mul]
```

## The exact average of the Boltzmann factor

From here on there is at least one state, so $Z>0$.

```lean
variable [Nonempty ι]

/-- The partition function is positive. -/
theorem partitionFn_pos (b : ℝ) (E : ι → ℝ) : 0 < partitionFn b E :=
  Finset.sum_pos (fun _ _ => Real.exp_pos _) Finset.univ_nonempty
```

Consequently the Gibbs weights are positive, and their sum is $Z/Z=1$.

```lean
/-- The Gibbs weights are positive and sum to one. -/
theorem gibbs_distribution (b : ℝ) (E : ι → ℝ) :
    (∀ i, 0 < gibbs b E i) ∧ ∑ i, gibbs b E i = 1 := by
  refine ⟨fun i => div_pos (Real.exp_pos _) (partitionFn_pos b E), ?_⟩
  simp only [gibbs, ← Finset.sum_div]
  exact div_self (partitionFn_pos b E).ne'
```

The reference average of the Boltzmann factor can now be evaluated:

$$\sum_i\frac{e^{-bE_0(i)}}{Z_0}\,e^{-b(E_1(i)-E_0(i))}=\frac{Z_1}{Z_0}=e^{-b(F_1-F_0)},$$

where the last equality uses $-bF=\ln Z$ for each system. In the Lean proof, `hF` is this conversion of free energies into logarithms, and the final lines combine the exponentials state by state.

```lean
/-- Zwanzig's identity: the reference average of `exp (-b (E1 - E0))` is
`exp (-b (F1 - F0))`. -/
theorem zwanzig {b : ℝ} (hb : 0 < b) (E0 E1 : ι → ℝ) :
    ∑ i, gibbs b E0 i * Real.exp (-b * (E1 - E0) i)
      = Real.exp (-b * (freeEnergy b E1 - freeEnergy b E0)) := by
  have hb1 : b * (1 / b) = 1 := mul_one_div_cancel hb.ne'
  have hF : -b * (freeEnergy b E1 - freeEnergy b E0)
      = Real.log (partitionFn b E1) - Real.log (partitionFn b E0) := by
    unfold freeEnergy
    linear_combination
      (Real.log (partitionFn b E1) - Real.log (partitionFn b E0)) * hb1
  have hZ : partitionFn b E1 / partitionFn b E0
      = ∑ i, Real.exp (-b * E1 i) / partitionFn b E0 := by
    rw [← Finset.sum_div]
    rfl
  rw [hF, Real.exp_sub, Real.exp_log (partitionFn_pos b E1),
    Real.exp_log (partitionFn_pos b E0), hZ]
  refine Finset.sum_congr rfl fun i _ => ?_
  rw [gibbs, div_mul_eq_mul_div, ← Real.exp_add, Pi.sub_apply]
  congr 2
  ring
```

## The bias as an expectation

Write $D=F_1-F_0$ and let $r(x)=Y(x)\,e^{bD}$ be the sample mean divided by its exact expectation. Since $\ln r=\ln Y+bD$,

$$\frac1b\,(r-1-\ln r)=\hat F-D+\frac1b\,(r-1).$$

The theorems `sampleExp_average` and `zwanzig` together give $\langle Y\rangle_n=e^{-bD}$, hence $\langle r\rangle_n=1$, and the last term averages to zero. Therefore

$$\langle\hat F\rangle_n-D=\Big\langle\frac1b\,(r-1-\ln r)\Big\rangle_n .$$

This is an exact equality for every $n\ge1$. In the code, `hY` is the expectation of $Y$, `h1` the normalisation of the sample weights, and `hpt` the pointwise identity multiplied by the weight of the sample. Summing `hpt` over samples and inserting `hY` and `h1` gives the formula.

```lean
/-- The bias of the estimator is the expectation of `(r - 1 - ln r) / b`, where `r` is the
mean Boltzmann factor of the sample times `exp (b (F1 - F0))`. -/
theorem bias_formula {b : ℝ} (hb : 0 < b) {n : ℕ} (hn : 0 < n) (E0 E1 : ι → ℝ) :
    sampleExp (gibbs b E0) n (fepEstimator b (E1 - E0))
        - (freeEnergy b E1 - freeEnergy b E0)
      = sampleExp (gibbs b E0) n (fun x => (1 / b) *
          (boltzmannMean b (E1 - E0) x * Real.exp (b * (freeEnergy b E1 - freeEnergy b E0))
            - 1 - Real.log (boltzmannMean b (E1 - E0) x *
              Real.exp (b * (freeEnergy b E1 - freeEnergy b E0))))) := by
  have hp := (gibbs_distribution b E0).2
  have hb1 : b * (1 / b) = 1 := mul_one_div_cancel hb.ne'
  -- the mean Boltzmann factor is itself unbiased
  have hY : sampleExp (gibbs b E0) n (boltzmannMean b (E1 - E0))
      = Real.exp (-b * (freeEnergy b E1 - freeEnergy b E0)) := by
    rw [← zwanzig hb E0 E1]
    exact sampleExp_average hn _ hp (fun i => Real.exp (-b * (E1 - E0) i))
  have h1 : ∑ x : Fin n → ι, ∏ k, gibbs b E0 (x k) = 1 := by
    have h : ∏ _k : Fin n, ∑ i, gibbs b E0 i
        = ∑ x : Fin n → ι, ∏ k, gibbs b E0 (x k) := by
      rw [Finset.prod_univ_sum, Fintype.piFinset_univ]
    rw [← h]
    simp [hp]
  obtain ⟨D, hD⟩ : ∃ D, D = freeEnergy b E1 - freeEnergy b E0 := ⟨_, rfl⟩
  rw [← hD] at hY ⊢
  have he : Real.exp (b * D) * Real.exp (-b * D) = 1 := by
    rw [← Real.exp_add, show b * D + -b * D = 0 by ring, Real.exp_zero]
  unfold sampleExp at hY ⊢
  have hpt : ∀ x : Fin n → ι, (∏ k, gibbs b E0 (x k)) * ((1 / b) *
      (boltzmannMean b (E1 - E0) x * Real.exp (b * D) - 1
        - Real.log (boltzmannMean b (E1 - E0) x * Real.exp (b * D))))
      = (∏ k, gibbs b E0 (x k)) * fepEstimator b (E1 - E0) x
        + (1 / b) * Real.exp (b * D) *
          ((∏ k, gibbs b E0 (x k)) * boltzmannMean b (E1 - E0) x)
        - (1 / b + D) * ∏ k, gibbs b E0 (x k) := by
    intro x
    rw [Real.log_mul (boltzmannMean_pos hn b _ x).ne' (Real.exp_pos _).ne', Real.log_exp]
    unfold fepEstimator
    linear_combination (-(∏ k, gibbs b E0 (x k)) * D) * hb1
  rw [Finset.sum_congr rfl (fun x _ => hpt x), Finset.sum_sub_distrib,
    Finset.sum_add_distrib, ← Finset.mul_sum, ← Finset.mul_sum, hY, h1]
  linear_combination (-(1 / b)) * he
```

## The expected estimate is not too low

For $r>0$ we have $\ln r\le r-1$. Each sample therefore contributes a nonnegative amount to the bias, and

$$F_1-F_0\le\langle\hat F\rangle_n .$$

The theorem states this for every $b>0$, every $n\ge1$ and any two real energy functions on a finite nonempty set. It concerns the expectation: a single estimate may fall below $F_1-F_0$. It gives no rate at which the bias shrinks as $n$ grows.

The proof moves everything to one side, rewrites with `bias_formula`, and applies `Real.log_le_sub_one_of_pos` to each term of the sum.

```lean
/-- Finite-sample bias: the expected free-energy-perturbation estimate from `n ≥ 1`
independent Gibbs samples of `E0` is at least `F1 - F0`. -/
theorem freeEnergy_diff_le_expected_estimate {b : ℝ} (hb : 0 < b) {n : ℕ} (hn : 0 < n)
    (E0 E1 : ι → ℝ) :
    freeEnergy b E1 - freeEnergy b E0
      ≤ sampleExp (gibbs b E0) n (fepEstimator b (E1 - E0)) := by
  rw [← sub_nonneg, bias_formula hb hn]
  unfold sampleExp
  -- each sample contributes a nonnegative amount, since `ln r ≤ r - 1`
  exact Finset.sum_nonneg fun x _ => mul_nonneg
    (Finset.prod_nonneg fun k _ => ((gibbs_distribution b E0).1 (x k)).le)
    (mul_nonneg (one_div_pos.mpr hb).le (sub_nonneg.mpr (Real.log_le_sub_one_of_pos
      (mul_pos (boltzmannMean_pos hn b _ x) (Real.exp_pos _)))))
```

## When the bias vanishes

Suppose the bias is zero. A sum of nonnegative terms vanishes only if every term does, and every sample has positive weight, so $r-1-\ln r=0$ for each sample. Because $\ln r<r-1$ whenever $r\ne1$, every sample has $r=1$. Take the sample that repeats state $i$ in all $n$ draws. For it,

$$r=e^{-bV(i)+bD}=1,$$

so $V(i)=D$. As $i$ was arbitrary, $V$ is constant.

Conversely, let $V=c$ in every state. Then $Y(x)=e^{-bc}$ for every sample, while the exact average gives $e^{-bc}=e^{-bD}$. Hence $r=1$ throughout and the bias is zero.

The Lean statement expresses constancy as equality of $V$ at any two states $i$ and $j$. Within the forward direction, `key` is the conclusion $V(i)=D$ drawn from the repeated sample; in the converse, `hz` is the equality of the two exponentials.

```lean
/-- The estimator is free of bias exactly when the energy difference `E1 - E0` is the same
in every state. -/
theorem unbiased_iff {b : ℝ} (hb : 0 < b) {n : ℕ} (hn : 0 < n) (E0 E1 : ι → ℝ) :
    sampleExp (gibbs b E0) n (fepEstimator b (E1 - E0))
        = freeEnergy b E1 - freeEnergy b E0
      ↔ ∀ i j, (E1 - E0) i = (E1 - E0) j := by
  have hbias := bias_formula hb hn E0 E1
  have hzw := zwanzig hb E0 E1
  obtain ⟨D, hD⟩ : ∃ D, D = freeEnergy b E1 - freeEnergy b E0 := ⟨_, rfl⟩
  rw [← hD] at hbias hzw ⊢
  constructor
  · intro h
    rw [h, sub_self] at hbias
    have h0 := hbias.symm
    unfold sampleExp at h0
    rw [Finset.sum_eq_zero_iff_of_nonneg (fun x _ => mul_nonneg
      (Finset.prod_nonneg fun k _ => ((gibbs_distribution b E0).1 (x k)).le)
      (mul_nonneg (one_div_pos.mpr hb).le (sub_nonneg.mpr (Real.log_le_sub_one_of_pos
        (mul_pos (boltzmannMean_pos hn b _ x) (Real.exp_pos _))))))] at h0
    -- a sample that repeats the state `i` fixes the energy difference there
    have key : ∀ i, (E1 - E0) i = D := by
      intro i
      have hi := h0 (fun _ => i) (Finset.mem_univ _)
      have hi2 := (mul_eq_zero.mp hi).resolve_left
        (Finset.prod_pos fun _ _ => (gibbs_distribution b E0).1 i).ne'
      have hi3 := (mul_eq_zero.mp hi2).resolve_left (one_div_pos.mpr hb).ne'
      rw [boltzmannMean_const hn b (E1 - E0) (fun _ => i) ((E1 - E0) i) (fun _ => rfl),
        ← Real.exp_add] at hi3
      have hr : Real.exp (-b * (E1 - E0) i + b * D) = 1 := by
        by_contra hne
        have hlt := Real.log_lt_sub_one_of_pos (Real.exp_pos _) hne
        linarith
      have hz := (Real.exp_eq_one_iff _).mp hr
      exact mul_left_cancel₀ hb.ne' (by linarith)
    intro i j
    rw [key i, key j]
  · intro h
    let i0 : ι := Classical.arbitrary ι
    have hz : Real.exp (-b * (E1 - E0) i0) = Real.exp (-b * D) := by
      rw [← hzw]
      calc Real.exp (-b * (E1 - E0) i0)
          = ∑ i, gibbs b E0 i * Real.exp (-b * (E1 - E0) i0) := by
            rw [← Finset.sum_mul, (gibbs_distribution b E0).2, one_mul]
        _ = ∑ i, gibbs b E0 i * Real.exp (-b * (E1 - E0) i) :=
            Finset.sum_congr rfl fun i _ => by rw [h i i0]
    rw [← sub_eq_zero, hbias]
    unfold sampleExp
    refine Finset.sum_eq_zero fun x _ => ?_
    beta_reduce
    rw [boltzmannMean_const hn b (E1 - E0) x ((E1 - E0) i0) (fun k => h _ _), hz,
      ← Real.exp_add, show -b * D + b * D = 0 by ring, Real.exp_zero]
    simp
```

## A ceiling from the average energy difference

The expected estimate also has an upper bound. For a given sample let $a=\frac1n\sum_k V(x_k)$. Since $e^u\ge1+u$, taking $u=b(a-V(x_k))$ and multiplying by $e^{-ba}$ gives

$$e^{-bV(x_k)}\ge e^{-ba}\big(1+ba-bV(x_k)\big).$$

On averaging over $k$, the terms linear in $b$ cancel, leaving $Y(x)\ge e^{-ba}$. Taking logarithms gives $\hat F(x)\le a$: the estimate never exceeds the mean of $V$ over the same sample. The expectation of that mean is the reference average, so

$$\langle\hat F\rangle_n\le\sum_i p_i\,V(i).$$

The proof first uses `sampleExp_average` to write the right-hand side as an expectation over samples, which reduces the claim to a comparison sample by sample. There `hsum` is the summed tangent-line bound, `hexp` is $e^{-ba}\le Y(x)$, and `hlog` is its logarithm.

```lean
/-- The expected estimate is at most the reference average of `E1 - E0`. -/
theorem expected_estimate_le_average {b : ℝ} (hb : 0 < b) {n : ℕ} (hn : 0 < n)
    (E0 E1 : ι → ℝ) :
    sampleExp (gibbs b E0) n (fepEstimator b (E1 - E0))
      ≤ ∑ i, gibbs b E0 i * (E1 - E0) i := by
  have hn' : (0 : ℝ) < n := Nat.cast_pos.mpr hn
  have hav := sampleExp_average hn _ (gibbs_distribution b E0).2 (E1 - E0)
  rw [← hav]
  unfold sampleExp
  refine Finset.sum_le_sum fun x _ => mul_le_mul_of_nonneg_left ?_
    (Finset.prod_nonneg fun k _ => ((gibbs_distribution b E0).1 (x k)).le)
  obtain ⟨a, ha⟩ : ∃ a, a = (1 / (n : ℝ)) * ∑ k, (E1 - E0) (x k) := ⟨_, rfl⟩
  have hS : ∑ k, (E1 - E0) (x k) = n * a := by
    rw [ha, ← mul_assoc, mul_one_div_cancel hn'.ne', one_mul]
  -- the exponential lies above its tangent at the sample mean `a`
  have hsum : ∑ k, (Real.exp (-b * a) * (1 + b * a)
      - Real.exp (-b * a) * b * (E1 - E0) (x k))
      ≤ ∑ k, Real.exp (-b * (E1 - E0) (x k)) := by
    refine Finset.sum_le_sum fun k _ => ?_
    have h := mul_le_mul_of_nonneg_left
      (Real.add_one_le_exp (b * a - b * (E1 - E0) (x k))) (Real.exp_pos (-b * a)).le
    rw [← Real.exp_add, show -b * a + (b * a - b * (E1 - E0) (x k))
      = -b * (E1 - E0) (x k) by ring] at h
    linarith
  rw [Finset.sum_sub_distrib, Finset.sum_const, Finset.card_univ, Fintype.card_fin,
    nsmul_eq_mul, ← Finset.mul_sum, hS] at hsum
  have hexp : Real.exp (-b * a) ≤ boltzmannMean b (E1 - E0) x := by
    unfold boltzmannMean
    rw [one_div, ← div_eq_inv_mul, le_div_iff₀ hn']
    linarith
  have hlog := (Real.le_log_iff_exp_le (boltzmannMean_pos hn b (E1 - E0) x)).mpr hexp
  have hmul := mul_le_mul_of_nonneg_left hlog (one_div_pos.mpr hb).le
  have hcancel : 1 / b * (-b * a) = -a := by
    linear_combination (-a) * (mul_one_div_cancel hb.ne')
  beta_reduce
  rw [← ha]
  unfold fepEstimator
  linarith

end

end FreeEnergyPerturbationBias
```

```lean
#print axioms FreeEnergyPerturbationBias.freeEnergy_diff_le_expected_estimate
-- 'FreeEnergyPerturbationBias.freeEnergy_diff_le_expected_estimate' depends on axioms: [propext, Classical.choice, Quot.sound]
#print axioms FreeEnergyPerturbationBias.unbiased_iff
-- 'FreeEnergyPerturbationBias.unbiased_iff' depends on axioms: [propext, Classical.choice, Quot.sound]
#print axioms FreeEnergyPerturbationBias.expected_estimate_le_average
-- 'FreeEnergyPerturbationBias.expected_estimate_le_average' depends on axioms: [propext, Classical.choice, Quot.sound]
```
